# Equivalent decouplings of the Hubbard repulsion give different static spin saddle equations

A lattice site holds at most one up and one down electron, and the pair repels with energy \(U>0\). At inverse temperature \(\beta>0\), an auxiliary-field calculation replaces this repulsion by electrons in a fluctuating field. A mean-field calculation then keeps only a stationary value of the field. The replacement starts from squares of operators, and the repulsion can be written in squares in more than one way. Does the stationary spin field depend on the choice?

The problems treat one isolated site at half filling, with static real fields. Where a charge field occurs, spin saddles are sought only at zero charge field. Within this model, the onset of a mean-field moment can reflect the chosen decoupling as well as the temperature and the repulsion.

```lean
import Mathlib

open Matrix

namespace HubbardDecouplingAmbiguity

noncomputable section
```

## (a) The repulsion in squares

Let \(a\) and \(b\) be commuting idempotents in an algebra over the rationals: \(a^2=a\), \(b^2=b\), \(ab=ba\). Show that

\[
(a-\tfrac12)(b-\tfrac12)=\tfrac14-\tfrac12(a-b)^2
=\tfrac14\left[(a+b-1)^2-(a-b)^2\right].
\]

Expanding the squares gives

\[
(a-b)^2=a+b-2ab,\qquad (a+b-1)^2=1-a-b+2ab.
\]

The left side is \(ab-\tfrac12(a+b)+\tfrac14\), which is also \(\tfrac14-\tfrac12(a+b-2ab)\). The difference of the squares is \(1-2a-2b+4ab\), and a quarter of it is the same expression.

In Lean, `a` and `b` are the occupations, and the ring `A` may be noncommutative. The steps `hs` and `hq` are the two expanded squares; `noncomm_ring` keeps the order of factors, and `module` collects the rational coefficients.

```lean
/-- For commuting idempotents `a` and `b`, the product `(a - 1/2) (b - 1/2)` equals `1/4` minus half
of `(a - b)^2`, and also a quarter of the difference `(a + b - 1)^2 - (a - b)^2`. -/
theorem interaction_decouplings {A : Type*} [Ring A] [Algebra ℚ A] {a b : A}
    (ha : IsIdempotentElem a) (hb : IsIdempotentElem b) (hab : Commute a b) :
    (a - (1 / 2 : ℚ) • (1 : A)) * (b - (1 / 2 : ℚ) • (1 : A))
        = (1 / 4 : ℚ) • (1 : A) - (1 / 2 : ℚ) • (a - b) ^ 2 ∧
    (a - (1 / 2 : ℚ) • (1 : A)) * (b - (1 / 2 : ℚ) • (1 : A))
        = (1 / 4 : ℚ) • ((a + b - 1) ^ 2 - (a - b) ^ 2) := by
  -- spin square and charge square in terms of the double occupancy
  have hs : (a - b) ^ 2 = a + b - (2 : ℚ) • (a * b) := by
    have h : (a - b) ^ 2 = a * a - a * b - b * a + b * b := by noncomm_ring
    rw [h, ha.eq, hb.eq, ← hab.eq]
    module
  have hq : (a + b - 1) ^ 2 = 1 - a - b + (2 : ℚ) • (a * b) := by
    have h : (a + b - 1) ^ 2
        = a * a + a * b + b * a + b * b - a - a - b - b + 1 := by noncomm_ring
    rw [h, ha.eq, hb.eq, ← hab.eq]
    module
  rw [hq, hs]
  simp only [sub_mul, mul_sub, smul_mul_assoc, mul_smul_comm, one_mul, mul_one]
  constructor <;> module
```

## (b) Occupations of one site

Order the states as empty, up, down, doubly occupied, and let \(n_\uparrow=\mathrm{diag}(0,1,0,1)\), \(n_\downarrow=\mathrm{diag}(0,0,1,1)\). Show that

\[
n_\uparrow^2=n_\uparrow,\quad n_\downarrow^2=n_\downarrow,\quad
n_\uparrow n_\downarrow=n_\downarrow n_\uparrow\ne0.
\]

Diagonal matrices multiply entry by entry, and every entry here is 0 or 1. This gives idempotency and commutation. The product is \(\mathrm{diag}(0,0,0,1)\), so it is nonzero. Lean counts from 0 and finds the doubly occupied state at index 3.

```lean
/-- Number of up electrons on the states empty, up, down, doubly occupied. -/
def nUp : Matrix (Fin 4) (Fin 4) ℂ := Matrix.diagonal ![0, 1, 0, 1]

/-- Number of down electrons on the states empty, up, down, doubly occupied. -/
def nDn : Matrix (Fin 4) (Fin 4) ℂ := Matrix.diagonal ![0, 0, 1, 1]

/-- The two number matrices of a single site are commuting idempotents with nonzero product. -/
theorem interaction_decouplings_witness :
    IsIdempotentElem nUp ∧ IsIdempotentElem nDn ∧ Commute nUp nDn ∧ nUp * nDn ≠ 0 := by
  refine ⟨?_, ?_, ?_, ?_⟩
  · unfold IsIdempotentElem nUp
    rw [Matrix.diagonal_mul_diagonal]
    congr 1
    funext i
    fin_cases i <;> simp
  · unfold IsIdempotentElem nDn
    rw [Matrix.diagonal_mul_diagonal]
    congr 1
    funext i
    fin_cases i <;> simp
  · change nUp * nDn = nDn * nUp
    unfold nUp nDn
    rw [Matrix.diagonal_mul_diagonal, Matrix.diagonal_mul_diagonal]
    congr 1
    funext i
    exact mul_comm _ _
  · intro h
    have h3 := congrFun (congrFun h 3) 3
    simp [nUp, nDn] at h3
```

## Static fields and their actions

Write \(m=n_\uparrow-n_\downarrow\) and \(q=n_\uparrow+n_\downarrow-1\). At half filling the chemical potential is \(U/2\), and \(Un_\uparrow n_\downarrow-\tfrac U2(n_\uparrow+n_\downarrow)\) equals \(U(n_\uparrow-\tfrac12)(n_\downarrow-\tfrac12)\) up to a constant, so (a) applies. Let the spin square enter the energy as \(-(cU/2)m^2\). The constant \(c>0\) is the share of the coupling carried by the spin field: \(c=1\) in the pure spin form and \(c=\tfrac12\) in the spin–charge form. A Gaussian integral over a spin field \(\varphi\) turns this square into a linear coupling:

\[
e^{\beta cUm^2/2}\propto\int d\varphi\,e^{-\beta\varphi^2/(2cU)+\beta\varphi m}.
\]

Tracing \(e^{\beta\varphi m}\) over the four states gives \(2+2\cosh\beta\varphi\). Up to a constant, the action is therefore

\[
S_c(\varphi)=\frac{\varphi^2}{2cU}-\frac1\beta\ln(2+2\cosh\beta\varphi).
\]

The charge square is repulsive, so its field \(\rho\) couples through \(i\rho q\) and enters the trace as a cosine:

\[
S_{\rm sc}(\varphi,\rho)=\frac{\varphi^2+\rho^2}{U}
-\frac1\beta\ln(2\cosh\beta\varphi+2\cos\beta\rho).
\]

Lean takes these two actions as definitions; the Gaussian integrals are the physical reason for them.

```lean
/-- Static action of a spin field `φ` that decouples `-(c U / 2) (n_up - n_dn)^2`,
for `β`, `U`, `c` positive. -/
def spinAction (β U c φ : ℝ) : ℝ :=
  φ ^ 2 / (2 * c * U) - Real.log (2 + 2 * Real.cosh (β * φ)) / β

/-- Static action of a spin field `φ` and a charge field `ρ` that decouple the difference of
squares, for `β`, `U` positive and `cosh (β φ) + cos (β ρ)` positive. -/
def spinChargeAction (β U φ ρ : ℝ) : ℝ :=
  (φ ^ 2 + ρ ^ 2) / U - Real.log (2 * Real.cosh (β * φ) + 2 * Real.cos (β * ρ)) / β
```

## (c) Zero charge field

Show that

\[
\left.\frac{\partial S_{\rm sc}}{\partial\rho}\right|_{\rho=0}=0,
\qquad S_{\rm sc}(\varphi,0)=S_{1/2}(\varphi).
\]

The derivative is

\[
\frac{2\rho}{U}+\frac{2\sin\beta\rho}{2\cosh\beta\varphi+2\cos\beta\rho},
\]

which vanishes at \(\rho=0\). The second equation follows from \(\cos0=1\) and \(2\cdot\tfrac12\cdot U=U\). Possible saddles with \(\rho\ne0\) are not examined.

The predicate `IsSpinSaddle` names the condition derived in (d). In `HasDerivAt … 0 0`, the first zero is the derivative and the second is the point.

```lean
/-- The saddle equation of the spin field with coupling share `c`. -/
def IsSpinSaddle (β U c φ : ℝ) : Prop := φ = c * U * Real.tanh (β * φ / 2)

/-- The spin-charge action is stationary in the charge field at zero charge field, where it
equals the spin action with `c = 1/2`. -/
theorem spinChargeAction_at_zero_charge (β U φ : ℝ) :
    HasDerivAt (fun ρ => spinChargeAction β U φ ρ) 0 0 ∧
      spinChargeAction β U φ 0 = spinAction β U (1 / 2) φ := by
  have hc := Real.cosh_pos (β * φ)
  constructor
  · have hp : 0 < 2 * Real.cosh (β * φ) + 2 * Real.cos (β * 0) := by
      rw [mul_zero, Real.cos_zero]
      linarith
    have h0 : HasDerivAt (fun r : ℝ => β * r) β 0 := by
      simpa using (hasDerivAt_id' (0 : ℝ)).const_mul β
    have h1 := (h0.cos.const_mul 2).const_add (2 * Real.cosh (β * φ))
    have h2 := (h1.log hp.ne').div_const β
    have hsq : HasDerivAt (fun r : ℝ => r ^ 2) 0 0 := by
      simpa using hasDerivAt_pow 2 (0 : ℝ)
    have h3 := ((hsq.const_add (φ ^ 2)).div_const U).fun_sub h2
    exact h3.congr_deriv (by simp)
  · unfold spinChargeAction spinAction
    have e : 2 * Real.cosh (β * φ) + 2 * Real.cos (β * 0) = 2 + 2 * Real.cosh (β * φ) := by
      rw [mul_zero, Real.cos_zero]
      ring
    rw [e]
    ring
```

## (d) The stationary spin field

For \(\beta,U,c>0\), show that

\[
S_c'(\varphi)=0\iff \varphi=cU\tanh(\beta\varphi/2).
\]

Put \(y=\beta\varphi/2\). Since \(\sinh2y=2\sinh y\cosh y\) and \(1+\cosh2y=2\cosh^2y\),

\[
S_c'(\varphi)=\frac{\varphi}{cU}-\frac{\sinh2y}{1+\cosh2y}
=\frac{\varphi}{cU}-\tanh y.
\]

Setting this to zero and multiplying by \(cU\) gives the claim. In the proof, `key` is the half-angle step and `hd` is the derivative. Uniqueness of the derivative gives the forward direction.

```lean
/-- The spin action is stationary exactly at the solutions of the saddle equation. -/
theorem spinAction_stationary_iff {β U c : ℝ} (hβ : 0 < β) (hU : 0 < U) (hc : 0 < c) (φ : ℝ) :
    HasDerivAt (spinAction β U c) 0 φ ↔ IsSpinSaddle β U c φ := by
  have hcU : c * U ≠ 0 := (mul_pos hc hU).ne'
  have hp : 0 < 2 + 2 * Real.cosh (β * φ) := by linarith [Real.cosh_pos (β * φ)]
  -- half-angle formula for the thermal magnetisation
  have key : 2 * Real.sinh (β * φ)
      = Real.tanh (β * φ / 2) * (2 + 2 * Real.cosh (β * φ)) := by
    have e1 : Real.sinh (β * φ) = 2 * Real.sinh (β * φ / 2) * Real.cosh (β * φ / 2) := by
      rw [← Real.sinh_two_mul]
      congr 1
      ring
    have e2 : Real.cosh (β * φ) = Real.cosh (β * φ / 2) ^ 2 + Real.sinh (β * φ / 2) ^ 2 := by
      rw [← Real.cosh_two_mul]
      congr 1
      ring
    have ht : Real.tanh (β * φ / 2) * Real.cosh (β * φ / 2) = Real.sinh (β * φ / 2) := by
      rw [Real.tanh_eq_sinh_div_cosh, div_mul_cancel₀ _ (Real.cosh_pos _).ne']
    rw [e1, e2]
    linear_combination (-4 * Real.cosh (β * φ / 2)) * ht
      + 2 * Real.tanh (β * φ / 2) * Real.cosh_sq (β * φ / 2)
  have hd : HasDerivAt (spinAction β U c) (φ / (c * U) - Real.tanh (β * φ / 2)) φ := by
    have h0 : HasDerivAt (fun x : ℝ => β * x) β φ := by
      simpa using (hasDerivAt_id' φ).const_mul β
    have h1 := (h0.cosh.const_mul 2).const_add 2
    have h2 := (h1.log hp.ne').div_const β
    have hsq : HasDerivAt (fun x : ℝ => x ^ 2) (2 * φ) φ := by
      simpa using hasDerivAt_pow 2 φ
    have h3 := (hsq.div_const (2 * c * U)).fun_sub h2
    have e : 2 * (Real.sinh (β * φ) * β) / (2 + 2 * Real.cosh (β * φ)) / β
        = Real.tanh (β * φ / 2) := by
      rw [div_div, div_eq_iff (mul_pos hp hβ).ne']
      linear_combination β * key
    refine h3.congr_deriv ?_
    rw [e]
    ring
  unfold IsSpinSaddle
  constructor
  · intro h
    have e := h.unique hd
    have e' : φ / (c * U) = Real.tanh (β * φ / 2) := by linarith
    rw [div_eq_iff hcU] at e'
    linarith
  · intro h
    refine hd.congr_deriv ?_
    rw [sub_eq_zero, div_eq_iff hcU]
    linarith
```

## (e) An upper bound on the hyperbolic tangent

For \(x>0\), show that \(\tanh x<x\).

The function \(f(y)=y\cosh y-\sinh y\) has \(f(0)=0\) and \(f'(y)=y\sinh y>0\) for \(y>0\). Hence \(\sinh x<x\cosh x\), and division by \(\cosh x\) gives the bound. Lean obtains the strict growth of \(f\) from `strictMonoOn_of_deriv_pos`.

```lean
/-- For positive argument the hyperbolic tangent lies below the identity. -/
theorem tanh_lt_self_of_pos {x : ℝ} (hx : 0 < x) : Real.tanh x < x := by
  have hd : ∀ y : ℝ, HasDerivAt (fun y => y * Real.cosh y - Real.sinh y)
      (y * Real.sinh y) y := fun y =>
    (((hasDerivAt_id' y).fun_mul (Real.hasDerivAt_cosh y)).fun_sub
      (Real.hasDerivAt_sinh y)).congr_deriv (by ring)
  have hm : StrictMonoOn (fun y => y * Real.cosh y - Real.sinh y) (Set.Ici (0 : ℝ)) := by
    apply strictMonoOn_of_deriv_pos (convex_Ici 0)
    · exact fun y _ => (hd y).continuousAt.continuousWithinAt
    · intro y hy
      rw [interior_Ici] at hy
      rw [(hd y).deriv]
      exact mul_pos hy (Real.sinh_pos_iff.mpr hy)
  have h := hm (Set.mem_Ici.mpr le_rfl) (Set.mem_Ici.mpr hx.le) hx
  simp only [Real.sinh_zero, zero_mul, sub_zero] at h
  rw [Real.tanh_eq_sinh_div_cosh, div_lt_iff₀ (Real.cosh_pos x)]
  linarith
```

## (f) A point above the diagonal

For \(K>1\), find \(x>0\) with \(x<K\tanh x\).

Take \(x=\ln K\). Then \(\cosh x=(K+K^{-1})/2<K\), while \(\sinh x\ge x\). Therefore

\[
x\cosh x<Kx\le K\sinh x,
\]

and division by \(\cosh x\) finishes the argument. The facts `hcosh` and `hs` are these two estimates, which `nlinarith` combines.

```lean
/-- If the slope `K` exceeds one, the curve `K tanh x` rises above the diagonal at some
positive `x`. -/
theorem exists_lt_mul_tanh {K : ℝ} (hK : 1 < K) : ∃ x : ℝ, 0 < x ∧ x < K * Real.tanh x := by
  have hK0 : 0 < K := by linarith
  have hx : 0 < Real.log K := Real.log_pos hK
  refine ⟨Real.log K, hx, ?_⟩
  -- at x = ln K the hyperbolic cosine is still below K
  have hcosh : Real.cosh (Real.log K) < K := by
    rw [Real.cosh_eq, Real.exp_neg, Real.exp_log hK0]
    have : K⁻¹ < 1 := inv_lt_one_of_one_lt₀ hK
    linarith
  have hs : Real.log K ≤ Real.sinh (Real.log K) := Real.self_le_sinh_iff.mpr hx.le
  rw [Real.tanh_eq_sinh_div_cosh, ← mul_div_assoc, lt_div_iff₀ (Real.cosh_pos _)]
  nlinarith [mul_lt_mul_of_pos_left hcosh hx, mul_le_mul_of_nonneg_left hs hK0.le]
```

## (g) The onset of a nonzero spin field

For \(\beta,U,c>0\), show that the equation in (d) has a nonzero root exactly when \(c\beta U>2\).

The equation is odd, so a nonzero root may be taken positive. By (e), \(\varphi=cU\tanh(\beta\varphi/2)<c\beta U\varphi/2\), hence \(c\beta U>2\).

Conversely, put \(K=c\beta U/2>1\), take \(x\) from (f), and set

\[
g(\varphi)=cU\tanh(\beta\varphi/2)-\varphi.
\]

At \(\varphi=2x/\beta\), \(g=(2/\beta)(K\tanh x-x)>0\). At \(\varphi=cU\), \(g<0\) because \(\tanh<1\). Also \(2x/\beta<cU\tanh x<cU\), so the intermediate value theorem gives a positive root between these points. Lean uses `intermediate_value_Icc'`, the version for a function that is larger at the left endpoint.

```lean
/-- The saddle equation has a nonzero solution exactly when `c β U > 2`. -/
theorem exists_nonzero_saddle_iff {β U c : ℝ} (hβ : 0 < β) (hU : 0 < U) (hc : 0 < c) :
    (∃ φ, φ ≠ 0 ∧ IsSpinSaddle β U c φ) ↔ 2 < c * β * U := by
  have hcU : 0 < c * U := mul_pos hc hU
  unfold IsSpinSaddle
  constructor
  · have key : ∀ ψ : ℝ, 0 < ψ → ψ = c * U * Real.tanh (β * ψ / 2) → 2 < c * β * U := by
      intro ψ hψ h
      have ht : Real.tanh (β * ψ / 2) < β * ψ / 2 := tanh_lt_self_of_pos (by positivity)
      have h2 := mul_lt_mul_of_pos_left ht hcU
      by_contra hn
      have h3 := mul_le_mul_of_nonneg_right (not_lt.mp hn) hψ.le
      nlinarith
    rintro ⟨φ, hne, h⟩
    rcases lt_or_gt_of_ne hne with hneg | hpos
    · -- the equation is odd, so a negative root reflects to a positive one
      refine key (-φ) (by linarith) ?_
      rw [show β * -φ / 2 = -(β * φ / 2) by ring, Real.tanh_neg]
      linarith
    · exact key φ hpos h
  · intro h
    obtain ⟨x, hx, hlt⟩ := exists_lt_mul_tanh (K := c * β * U / 2) (by linarith)
    have hax : β * (2 * x / β) / 2 = x := by field_simp
    have ha : 0 < 2 * x / β := by positivity
    have hlow : 2 * x / β < c * U * Real.tanh x := by
      rw [div_lt_iff₀ hβ]
      linarith
    have hone : ∀ y : ℝ, Real.tanh y < 1 := fun y => by
      rw [Real.tanh_eq_sinh_div_cosh, div_lt_one (Real.cosh_pos y)]
      exact Real.sinh_lt_cosh y
    have hab : 2 * x / β ≤ c * U := by
      have := mul_lt_mul_of_pos_left (hone x) hcU
      linarith
    have hct : Continuous Real.tanh := by
      have e : Real.tanh = fun y => Real.sinh y / Real.cosh y :=
        funext Real.tanh_eq_sinh_div_cosh
      rw [e]
      exact Real.continuous_sinh.div Real.continuous_cosh (fun y => (Real.cosh_pos y).ne')
    have hcont : Continuous (fun φ : ℝ => c * U * Real.tanh (β * φ / 2) - φ) :=
      (continuous_const.mul (hct.comp (by fun_prop))).sub continuous_id
    -- the difference of the two sides changes sign between 2x/β and cU
    have hmem : (0 : ℝ) ∈ Set.Icc (c * U * Real.tanh (β * (c * U) / 2) - c * U)
        (c * U * Real.tanh (β * (2 * x / β) / 2) - 2 * x / β) := by
      constructor
      · have := mul_lt_mul_of_pos_left (hone (β * (c * U) / 2)) hcU
        linarith
      · rw [hax]
        linarith
    obtain ⟨φ, hφ, h0⟩ := intermediate_value_Icc' hab hcont.continuousOn hmem
    have h0' : c * U * Real.tanh (β * φ / 2) - φ = 0 := h0
    exact ⟨φ, (lt_of_lt_of_le ha hφ.1).ne', by linarith⟩
```

## (h) Below and at the onset

For \(\beta,U,c>0\) and \(c\beta U\le2\), show that \(\varphi=cU\tanh(\beta\varphi/2)\) holds exactly when \(\varphi=0\).

Zero is a root because \(\tanh0=0\). A nonzero root would force \(c\beta U>2\) by (g). Lean follows the same contradiction.

```lean
/-- For `c β U ≤ 2` the only saddle is the zero spin field. -/
theorem saddle_iff_eq_zero {β U c : ℝ} (hβ : 0 < β) (hU : 0 < U) (hc : 0 < c)
    (h : c * β * U ≤ 2) (φ : ℝ) : IsSpinSaddle β U c φ ↔ φ = 0 := by
  constructor
  · intro hφ
    by_contra hne
    exact not_lt_of_ge h ((exists_nonzero_saddle_iff hβ hU hc).mp ⟨φ, hne, hφ⟩)
  · rintro rfl
    simp [IsSpinSaddle]
```

## (i) A window of disagreement

For \(2<\beta U\le4\), show that \(\varphi=U\tanh(\beta\varphi/2)\) has a nonzero root, while \(\varphi=\tfrac U2\tanh(\beta\varphi/2)\) has only \(\varphi=0\).

For \(c=1\), \(c\beta U=\beta U>2\), so (g) applies. For \(c=\tfrac12\), \(c\beta U=\beta U/2\le2\), so (h) applies. By (c) and (d), the second equation describes the spin–charge action at zero charge field. The Lean proof pairs the two earlier theorems in the same way.

```lean
/-- For `2 < β U ≤ 4` the pure spin decoupling has a nonzero saddle, while the spin saddle
equation with `c = 1/2` has only the zero solution. -/
theorem mean_fields_disagree {β U : ℝ} (hβ : 0 < β) (hU : 0 < U)
    (h2 : 2 < β * U) (h4 : β * U ≤ 4) :
    (∃ φ, φ ≠ 0 ∧ IsSpinSaddle β U 1 φ) ∧ ∀ φ, IsSpinSaddle β U (1 / 2) φ ↔ φ = 0 :=
  ⟨(exists_nonzero_saddle_iff hβ hU one_pos).mpr (by linarith),
    saddle_iff_eq_zero hβ hU (by norm_num) (by linarith)⟩
```

## (j) When the spin saddles agree

Show that the two equations in (i) have the same set of roots exactly when \(\beta U\le2\).

If \(\beta U\le2\), both have only the zero root by (h). If \(\beta U>2\), the first has a nonzero root \(\varphi\). Were it also a root of the second, then \(\varphi=\tfrac U2\tanh(\beta\varphi/2)=\varphi/2\), so \(\varphi=0\), a contradiction. Thus the sets still differ for \(\beta U>4\), where both equations have nonzero roots. In Lean, `linarith` draws the contradiction from the two equations `h1` and `h2`.

```lean
/-- The spin saddle equations with `c = 1` and `c = 1/2` have the same solutions exactly when
`β U ≤ 2`. -/
theorem saddles_agree_iff {β U : ℝ} (hβ : 0 < β) (hU : 0 < U) :
    (∀ φ, IsSpinSaddle β U 1 φ ↔ IsSpinSaddle β U (1 / 2) φ) ↔ β * U ≤ 2 := by
  constructor
  · intro h
    by_contra hn
    obtain ⟨φ, hne, h1⟩ := (exists_nonzero_saddle_iff hβ hU one_pos).mpr
      (by linarith [not_le.mp hn])
    have h2 := (h φ).mp h1
    unfold IsSpinSaddle at h1 h2
    -- a common solution equals half of itself
    exact hne (by linarith)
  · intro h φ
    have hpos := mul_pos hβ hU
    rw [saddle_iff_eq_zero hβ hU one_pos (by linarith),
      saddle_iff_eq_zero hβ hU (by norm_num) (by linarith)]

end

end HubbardDecouplingAmbiguity
```

```lean
#print axioms HubbardDecouplingAmbiguity.spinChargeAction_at_zero_charge
-- 'HubbardDecouplingAmbiguity.spinChargeAction_at_zero_charge' depends on axioms: [propext, Classical.choice, Quot.sound]
#print axioms HubbardDecouplingAmbiguity.spinAction_stationary_iff
-- 'HubbardDecouplingAmbiguity.spinAction_stationary_iff' depends on axioms: [propext, Classical.choice, Quot.sound]
#print axioms HubbardDecouplingAmbiguity.mean_fields_disagree
-- 'HubbardDecouplingAmbiguity.mean_fields_disagree' depends on axioms: [propext, Classical.choice, Quot.sound]
#print axioms HubbardDecouplingAmbiguity.saddles_agree_iff
-- 'HubbardDecouplingAmbiguity.saddles_agree_iff' depends on axioms: [propext, Classical.choice, Quot.sound]
```

## A continuous family of decouplings

The squares in (a) also satisfy \(m^2+q^2=1\). Hence, for every \(0<c\le1\),

\[
(n_\uparrow-\tfrac12)(n_\downarrow-\tfrac12)
=\frac{2c-1}{4}-\frac c2m^2+\frac{1-c}{2}q^2.
\]

At zero charge field, the argument in (g) places the onset of a nonzero spin field at \(\beta U=2/c\), although the operator is the same for every \(c\).
